# For Ising spins with random bond signs, the mean of log Z is at most the log of the mean of Z, with equality at nonzero coupling only on forests

## Averaging Z in place of log Z

To estimate the free energy of an Ising magnet whose bonds are independently ferromagnetic or antiferromagnetic with equal probability, one can average the partition function Z over the bond signs first and take the logarithm afterwards. The physical free energy needs the opposite order: the signs are frozen into the sample, so log Z is what should be averaged. The exchange gives an upper bound on the mean of log Z, and hence a lower bound on the mean free energy.

Take an L × L square lattice with periodic boundaries, L ≥ 3, nearest-neighbour bonds of equal strength and no field. It has n = L² spins and m = 2L² bonds, so the mean free energy per spin satisfies

f ≥ −k_B T (log 2 + 2 log cosh K),

where K > 0 is the coupling strength divided by k_B T. At K = 1 the bracket is about 1.561. The lattice contains cycles, so the inequality is strict. At low temperature it is also far from tight: the bracket grows like 2K, as if all bonds could be satisfied at once, which most sign patterns do not allow.

For a simulation of this model, this gives a closed-form ceiling on the disorder-averaged log Z. It does not bound each sample separately, and an average over a few drawn samples can exceed it by chance. Using the average for one large sample requires self-averaging, meaning that log Z per spin fluctuates little between large samples; that is a separate result, not proved here.

## Signs, spins and the two averages

Spins s_i and bond signs J_e are ±1. Here J_e is only a sign; the strength, which many textbooks include in J, sits in K. For a bond e = ij write b_e(s) = s_i s_j. Then

Z(J) = Σ_s exp(K Σ_e J_e b_e(s)).

A positive J_e favours parallel spins when K > 0.

In Lean, `V` is the finite set of sites and `G` a simple graph, without loops or double bonds. Spins and signs take values in `ℤˣ`, the integers 1 and −1, and `sgn` turns them into real numbers. `bond s e` is b_e(s), `partitionFn G K J` is Z(J), and `quenchedLog G K` is the mean of log Z(J) over all 2^m sign patterns, equally weighted. The numbers n and m are `Fintype.card V` and `G.edgeFinset.card`.

The theorem `annealed_bound` says that for every real K this mean is at most

n log 2 + m log cosh K,

and that for K ≠ 0 equality holds exactly when `G.IsAcyclic`, that is, when the graph is a forest, connected or not. At K = 0 both sides equal n log 2 on any graph.

## Summing over the signs bond by bond

Let A be a set of edges with |A| members. For fixed spins the exponential is a product over bonds, so each sign can be summed separately. With b = ±1,

Σ_{x=±1} exp(Kxb) = 2 cosh K,

Σ_{x=±1} x exp(Kxb) = 2b sinh K.

Therefore

Σ_J (∏_{e∈A} J_e) Z(J) = (2 sinh K)^|A| (2 cosh K)^(m−|A|) Σ_s ∏_{e∈A} b_e(s).   (1)

For empty A the spin sum is 2^n. Dividing by 2^m gives the mean of Z:

a = 2^n (cosh K)^m.

Now log x ≤ x − 1 for x > 0, with equality only at x = 1. Put x = Z(J)/a and average over J. The right side averages to zero, so

mean of log Z ≤ log a = n log 2 + m log cosh K.

Equality holds exactly when Z(J) = a for every J.

## Forests lose the disorder, cycles keep it

On a forest, removing a bond uv separates u from v. Set t_i = J_uv on the part containing u and t_i = 1 elsewhere. Then t_i t_j equals J_uv on the removed bond and 1 on every other bond. Multiplying such choices over all bonds gives site signs with t_i t_j = J_e on every bond e = ij. Replacing s_i by t_i s_i turns each term J_e s_i s_j into s_i s_j. This only reorders the spin sum, so Z(J) equals the ferromagnetic value for every J. A constant equals its mean, hence Z(J) = a.

If the graph has a cycle, let A be its edges. Every spin on the cycle occurs twice in ∏_{e∈A} b_e(s), so the product is 1 and the right side of (1) is

(2 sinh K)^|A| (2 cosh K)^(m−|A|) 2^n,

which is nonzero for K ≠ 0. If Z were constant, the left side would be that constant times Σ_J ∏_{e∈A} J_e = 0. So Z varies with J and the inequality is strict.

The triangle shows the gap. Its partition function is 8(cosh³K ± sinh³K), with the sign given by the product of the three J_e, and the mean of log Z lies below the bound by −½ log(1 − tanh⁶K).

## The bound and its equality case in Lean

```lean
import Mathlib

open Finset

namespace RandomSignIsing

noncomputable section

variable {V : Type*}

/-- The real number `1` or `-1` carried by a sign. -/
def sgn (x : ℤˣ) : ℝ := ((x : ℤ) : ℝ)

lemma sgn_one : sgn 1 = 1 := by simp [sgn]

lemma sgn_neg_one : sgn (-1) = -1 := by simp [sgn]

lemma sgn_mul (x y : ℤˣ) : sgn (x * y) = sgn x * sgn y := by simp [sgn]

lemma sgn_mul_self (x : ℤˣ) : sgn x * sgn x = 1 := by
  rw [← sgn_mul, Int.units_mul_self, sgn_one]

/-- The product `s_i s_j` of the two spins at the ends of a bond. -/
def bond (s : V → ℤˣ) : Sym2 V → ℤˣ :=
  Sym2.lift ⟨fun i j => s i * s j, fun _ _ => mul_comm _ _⟩

variable [Fintype V] [DecidableEq V] (G : SimpleGraph V) [DecidableRel G.Adj]

/-- The partition function `Z(J) = ∑_s exp (K ∑_e J_e s_i s_j)` for bond signs `J`. -/
def partitionFn (K : ℝ) (J : G.edgeSet → ℤˣ) : ℝ :=
  ∑ s : V → ℤˣ, Real.exp (K * ∑ e : G.edgeSet, sgn (J e) * sgn (bond s e))

/-- The quenched average: the uniform mean of `log Z(J)` over all bond signs. -/
def quenchedLog (K : ℝ) : ℝ :=
  (∑ J : G.edgeSet → ℤˣ, Real.log (partitionFn G K J)) / Fintype.card (G.edgeSet → ℤˣ)

/-- Summed over disorder against the product of the signs in an edge set `A`, the partition
function factorises: `2 sinh K` per bond in `A`, `2 cosh K` per other bond, and a spin sum. -/
theorem disorder_sum (K : ℝ) (A : Finset G.edgeSet) :
    ∑ J : G.edgeSet → ℤˣ, (∏ e ∈ A, sgn (J e)) * partitionFn G K J =
      (2 * Real.sinh K) ^ A.card * (2 * Real.cosh K) ^ Aᶜ.card *
        ∑ s : V → ℤˣ, ∏ e ∈ A, sgn (bond s e) := by
  have key : ∀ s : V → ℤˣ, ∑ J : G.edgeSet → ℤˣ, (∏ e ∈ A, sgn (J e)) *
      Real.exp (K * ∑ e : G.edgeSet, sgn (J e) * sgn (bond s e)) =
      (2 * Real.sinh K) ^ A.card * (2 * Real.cosh K) ^ Aᶜ.card *
        ∏ e ∈ A, sgn (bond s e) := by
    intro s
    let F : G.edgeSet → ℤˣ → ℝ := fun e x =>
      (if e ∈ A then sgn x else 1) * Real.exp (K * (sgn x * sgn (bond s e)))
    have h1 : ∀ J : G.edgeSet → ℤˣ, (∏ e ∈ A, sgn (J e)) *
        Real.exp (K * ∑ e : G.edgeSet, sgn (J e) * sgn (bond s e)) = ∏ e, F e (J e) := by
      intro J
      simp only [F]
      rw [Finset.prod_mul_distrib, Finset.mul_sum, Real.exp_sum]
      congr 1
      simp
    -- the sum over the sign of a single bond
    have h2 : ∀ e, ∑ x : ℤˣ, F e x =
        if e ∈ A then 2 * Real.sinh K * sgn (bond s e) else 2 * Real.cosh K := by
      intro e
      rw [show (univ : Finset ℤˣ) = {1, -1} by decide, Finset.sum_pair (by decide)]
      simp only [F]
      rcases Int.units_eq_one_or (bond s e) with h | h <;> rw [h] <;> split_ifs <;>
        simp only [sgn_one, sgn_neg_one, Real.sinh_eq, Real.cosh_eq, mul_one, mul_neg,
          neg_neg] <;> ring
    have h3 : ∏ e, ∑ x : ℤˣ, F e x = ∑ J : G.edgeSet → ℤˣ, ∏ e, F e (J e) := by
      rw [Finset.prod_univ_sum, Fintype.piFinset_univ]
    rw [Finset.sum_congr rfl (fun J _ => h1 J), ← h3,
      Finset.prod_congr rfl (fun e _ => h2 e), ← Finset.prod_mul_prod_compl A]
    have hA : ∏ e ∈ A, (if e ∈ A then 2 * Real.sinh K * sgn (bond s e)
        else 2 * Real.cosh K) = (2 * Real.sinh K) ^ A.card * ∏ e ∈ A, sgn (bond s e) :=
      (Finset.prod_congr rfl fun e he => if_pos he).trans
        (by rw [Finset.prod_mul_distrib, Finset.prod_const])
    have hB : ∏ e ∈ Aᶜ, (if e ∈ A then 2 * Real.sinh K * sgn (bond s e)
        else 2 * Real.cosh K) = (2 * Real.cosh K) ^ Aᶜ.card :=
      (Finset.prod_congr rfl fun e he => if_neg (Finset.mem_compl.1 he)).trans
        (by rw [Finset.prod_const])
    rw [hA, hB]
    ring
  simp only [partitionFn]
  rw [Finset.sum_congr rfl (fun J _ => Finset.mul_sum _ _ _), Finset.sum_comm,
    Finset.sum_congr rfl (fun s _ => key s), ← Finset.mul_sum]

/-- The annealed average: the mean of `Z(J)` over bond signs is `2^n (cosh K)^m`, written here
as a sum over all sign patterns. -/
theorem annealed_sum (K : ℝ) :
    ∑ J : G.edgeSet → ℤˣ, partitionFn G K J = Fintype.card (G.edgeSet → ℤˣ) *
      (2 ^ Fintype.card V * Real.cosh K ^ G.edgeFinset.card) := by
  have h := disorder_sum G K ∅
  simp only [Finset.prod_empty, one_mul, Finset.card_empty, pow_zero, Finset.compl_empty,
    Finset.card_univ, Finset.sum_const, nsmul_eq_mul, mul_one] at h
  rw [h, SimpleGraph.edgeFinset_card, Fintype.card_fun, Fintype.card_fun,
    Fintype.card_units_int, mul_pow]
  push_cast
  ring

/-- For positive numbers with mean `a > 0`, the sum of logarithms is at most that of equal
numbers `a`, and equality holds only when all of them equal `a`. -/
theorem sum_log_le {ι : Type*} [Fintype ι] (f : ι → ℝ) (a : ℝ) (hf : ∀ i, 0 < f i)
    (ha : 0 < a) (hs : ∑ i, f i = Fintype.card ι * a) :
    ∑ i, Real.log (f i) ≤ Fintype.card ι * Real.log a ∧
      (∑ i, Real.log (f i) = Fintype.card ι * Real.log a ↔ ∀ i, f i = a) := by
  have h0 : ∀ i ∈ univ, 0 ≤ f i / a - 1 - Real.log (f i / a) := fun i _ =>
    sub_nonneg.2 (Real.log_le_sub_one_of_pos (div_pos (hf i) ha))
  have hsum : ∑ i, (f i / a - 1 - Real.log (f i / a)) =
      Fintype.card ι * Real.log a - ∑ i, Real.log (f i) := by
    have hl : ∀ i, Real.log (f i / a) = Real.log (f i) - Real.log a := fun i =>
      Real.log_div (hf i).ne' ha.ne'
    simp only [hl, Finset.sum_sub_distrib, ← Finset.sum_div, hs, Finset.sum_const,
      Finset.card_univ, nsmul_eq_mul]
    rw [mul_div_cancel_right₀ _ ha.ne']
    ring
  refine ⟨by linarith [Finset.sum_nonneg h0], fun h => ?_, fun h => by simp [h]⟩
  have hz := (Finset.sum_eq_zero_iff_of_nonneg h0).1 (by rw [hsum, h, sub_self])
  intro i
  by_contra hi
  have hne : f i / a ≠ 1 := fun q => hi ((div_eq_one_iff_eq ha.ne').1 q)
  linarith [hz i (mem_univ i), Real.log_lt_sub_one_of_pos (div_pos (hf i) ha) hne]

omit [Fintype V] [DecidableRel G.Adj] in
/-- On a forest a suitable choice of site signs `t` puts any sign `x` on one chosen bond and
leaves `t_i t_j = 1` on all others. -/
theorem forest_single_bond (hG : G.IsAcyclic) (e₀ : G.edgeSet) (x : ℤˣ) :
    ∃ t : V → ℤˣ, ∀ e : G.edgeSet, bond t e = if e = e₀ then x else 1 := by
  classical
  obtain ⟨e0, he0⟩ := e₀
  induction e0 using Sym2.ind with | _ u v =>
  -- cutting the bond separates its two ends
  have huv : ¬ (G \ SimpleGraph.fromEdgeSet {s(u, v)}).Reachable u v := fun h => by
    obtain ⟨w, c, hc, _⟩ :=
      SimpleGraph.adj_and_reachable_delete_edges_iff_exists_cycle.1 ⟨he0, h⟩
    exact hG c hc
  refine ⟨fun i => if (G \ SimpleGraph.fromEdgeSet {s(u, v)}).Reachable u i then x else 1, ?_⟩
  rintro ⟨e, he⟩
  induction e using Sym2.ind with | _ i j =>
  by_cases h : s(i, j) = s(u, v)
  · rw [if_pos (Subtype.ext h)]
    change bond _ s(i, j) = x
    rw [h]
    change (if _ then x else 1) * (if _ then x else 1) = x
    rw [if_pos (SimpleGraph.Reachable.refl u), if_neg huv, mul_one]
  · have hadj : (G \ SimpleGraph.fromEdgeSet {s(u, v)}).Adj i j := by
      rw [SimpleGraph.sdiff_adj, SimpleGraph.fromEdgeSet_adj]
      exact ⟨he, fun h' => h h'.1⟩
    have hiff : (G \ SimpleGraph.fromEdgeSet {s(u, v)}).Reachable u i ↔
        (G \ SimpleGraph.fromEdgeSet {s(u, v)}).Reachable u j :=
      ⟨fun r => r.trans hadj.reachable, fun r => r.trans hadj.symm.reachable⟩
    rw [if_neg (fun q => h (congrArg Subtype.val q))]
    change (if _ then x else 1) * (if _ then x else 1) = 1
    simp only [hiff]
    exact Int.units_mul_self _

/-- On a forest the partition function does not depend on the bond signs. -/
theorem forest_partitionFn (hG : G.IsAcyclic) (K : ℝ) (J : G.edgeSet → ℤˣ) :
    partitionFn G K J = partitionFn G K 1 := by
  choose τ hτ using fun e₀ => forest_single_bond G hG e₀ (J e₀)
  let t : V → ℤˣ := fun i => ∏ e₀, τ e₀ i
  have ht : ∀ e : G.edgeSet, bond t e = J e := by
    intro e
    have hp : ∀ b : Sym2 V, bond t b = ∏ e₀, bond (τ e₀) b := fun b =>
      Sym2.ind (fun i j => Finset.prod_mul_distrib.symm) b
    rw [hp, Finset.prod_congr rfl (fun e₀ _ => hτ e₀ e)]
    simp
  have hm : ∀ (s : V → ℤˣ) (b : Sym2 V), bond (t * s) b = bond t b * bond s b := fun s b =>
    Sym2.ind (fun i j => mul_mul_mul_comm (t i) (s i) (t j) (s j)) b
  -- the gauge transformation `s ↦ t s` absorbs the disorder
  refine Fintype.sum_equiv (Equiv.mulLeft t) _ _ fun s => ?_
  simp only [Equiv.coe_mulLeft, hm, ht, sgn_mul, Pi.one_apply, sgn_one, one_mul]

omit [Fintype V] [DecidableEq V] [DecidableRel G.Adj] in
/-- Along a walk the bond products multiply to the product of the two end spins. -/
theorem walk_prod (s : V → ℤˣ) {u v : V} (p : G.Walk u v) :
    (p.edges.map fun e => sgn (bond s e)).prod = sgn (s u) * sgn (s v) := by
  induction p with
  | nil => simp [sgn_mul_self]
  | @cons a b c h p ih =>
    rw [SimpleGraph.Walk.edges_cons, List.map_cons, List.prod_cons, ih]
    change sgn (s a * s b) * _ = _
    rw [sgn_mul]
    linear_combination sgn (s a) * sgn (s c) * sgn_mul_self (s b)

/-- If `K ≠ 0` and the partition function is the same for all bond signs, the graph is a
forest. -/
theorem forest_of_constant {K a : ℝ} (hK : K ≠ 0) (h : ∀ J, partitionFn G K J = a) :
    G.IsAcyclic := by
  intro v c hc
  let A : Finset G.edgeSet := c.edges.toFinset.subtype (· ∈ G.edgeSet)
  have hA : A.card ≠ 0 := by
    have hl : 0 < c.edges.length := by
      rw [SimpleGraph.Walk.length_edges]
      linarith [hc.three_le_length]
    obtain ⟨e, he⟩ := List.exists_mem_of_length_pos hl
    exact Finset.card_ne_zero_of_mem (a := ⟨e, c.edges_subset_edgeSet he⟩)
      (Finset.mem_subtype.2 (List.mem_toFinset.2 he))
  have hprod : ∀ s : V → ℤˣ, ∏ e ∈ A, sgn (bond s e) = 1 := fun s => by
    have h1 : ∏ e ∈ A, sgn (bond s e) = ∏ e ∈ c.edges.toFinset, sgn (bond s e) :=
      Finset.prod_subtype_of_mem (fun e => sgn (bond s e))
        fun e he => c.edges_subset_edgeSet (List.mem_toFinset.1 he)
    rw [h1, List.prod_toFinset _ hc.edges_nodup, walk_prod, sgn_mul_self]
  -- at `K = 0` the same identity shows that the product of the cycle's signs averages to zero
  have hzero : ∑ J : G.edgeSet → ℤˣ, ∏ e ∈ A, sgn (J e) = 0 := by
    have h0 := disorder_sum G 0 A
    have hZ : ∀ J, partitionFn G 0 J = Fintype.card (V → ℤˣ) := fun J => by
      simp only [partitionFn, zero_mul, Real.exp_zero, Finset.sum_const, Finset.card_univ,
        nsmul_eq_mul, mul_one]
    simp only [hZ, ← Finset.sum_mul, Real.sinh_zero, mul_zero, zero_pow hA, zero_mul] at h0
    exact (mul_eq_zero.1 h0).resolve_right (Nat.cast_ne_zero.2 Fintype.card_ne_zero)
  have hk := disorder_sum G K A
  simp only [h, ← Finset.sum_mul, hzero, zero_mul, hprod, Finset.sum_const, Finset.card_univ,
    nsmul_eq_mul, mul_one] at hk
  have hsinh : 2 * Real.sinh K ≠ 0 := mul_ne_zero two_ne_zero (Real.sinh_ne_zero.2 hK)
  have hcosh : 2 * Real.cosh K ≠ 0 := mul_ne_zero two_ne_zero (Real.cosh_pos K).ne'
  exact mul_ne_zero (mul_ne_zero (pow_ne_zero _ hsinh) (pow_ne_zero _ hcosh))
    (Nat.cast_ne_zero.2 Fintype.card_ne_zero) hk.symm

/-- Annealed bound: the quenched average of `log Z` is at most `n log 2 + m log cosh K`, and
for `K ≠ 0` equality holds if and only if the graph is a forest. -/
theorem annealed_bound (K : ℝ) :
    quenchedLog G K ≤
      Fintype.card V * Real.log 2 + G.edgeFinset.card * Real.log (Real.cosh K) ∧
    (K ≠ 0 → (quenchedLog G K =
      Fintype.card V * Real.log 2 + G.edgeFinset.card * Real.log (Real.cosh K) ↔
        G.IsAcyclic)) := by
  have hc := Real.cosh_pos K
  have hN : (0 : ℝ) < Fintype.card (G.edgeSet → ℤˣ) := Nat.cast_pos.2 Fintype.card_pos
  have hpos : ∀ J, 0 < partitionFn G K J := fun J =>
    Finset.sum_pos (fun s _ => Real.exp_pos _) Finset.univ_nonempty
  have hlog : Real.log (2 ^ Fintype.card V * Real.cosh K ^ G.edgeFinset.card) =
      Fintype.card V * Real.log 2 + G.edgeFinset.card * Real.log (Real.cosh K) := by
    rw [Real.log_mul (by positivity) (by positivity), Real.log_pow, Real.log_pow]
  obtain ⟨hle, heq⟩ := sum_log_le (partitionFn G K) _ hpos (by positivity) (annealed_sum G K)
  rw [← hlog, quenchedLog]
  refine ⟨(div_le_iff₀ hN).2 (by linarith), fun hK => ?_⟩
  rw [div_eq_iff hN.ne', mul_comm (Real.log _), heq]
  refine ⟨fun h => forest_of_constant G hK h, fun hG J => ?_⟩
  -- on a forest the constant value of `Z` is its mean
  have hs := annealed_sum G K
  rw [Finset.sum_congr rfl (fun J' _ => forest_partitionFn G hG K J'), Finset.sum_const,
    Finset.card_univ, nsmul_eq_mul] at hs
  rw [forest_partitionFn G hG K J]
  exact mul_left_cancel₀ hN.ne' hs

end

end RandomSignIsing
```

```lean
#print axioms RandomSignIsing.sum_log_le
#print axioms RandomSignIsing.annealed_bound
```

```
'RandomSignIsing.sum_log_le' depends on axioms: [propext, Classical.choice, Quot.sound]
'RandomSignIsing.annealed_bound' depends on axioms: [propext, Classical.choice, Quot.sound]
```

## From the bond sum to the equality case

`disorder_sum` is equation (1). Its inner statement `key` fixes the spins, `h2` does the two-term sum for one bond, and `Finset.prod_univ_sum` exchanges the product over bonds with the sum over sign patterns. `annealed_sum` is the case of empty A.

`sum_log_le` treats any finite family of positive numbers with mean a. It adds the nonnegative terms x − 1 − log x; if their sum vanishes, each term vanishes, and the strict form of the logarithm inequality forces x = 1.

`forest_single_bond` defines the site signs by whether a site can still be reached from u after the bond is removed. If v were reachable too, there would be a cycle. `forest_partitionFn` multiplies these choices into one `t` and changes the summation variable with `Equiv.mulLeft t`.

`walk_prod` shows by induction that the bond products along a walk multiply to the product of its two end spins; on a closed walk this is 1. `forest_of_constant` applies this to a cycle. It obtains Σ_J ∏_{e∈A} J_e = 0 from `disorder_sum` at K = 0, where Z is constant and sinh K vanishes, and then uses the same identity at the given K to reach the contradiction.

`annealed_bound` divides by the number of sign patterns and joins the two directions. For a forest it uses `annealed_sum` once more to identify the constant value of Z with a.
